# For a finite crystallographic point group, the permissible origin shifts form finitely many classes exactly when no nonzero vector is fixed

Take a one-dimensional crystal with lattice constant 1 that is symmetric under the inversion $x \mapsto -x$. Move the origin to $s$, so that the new coordinate is $x' = x - s$. The same inversion now reads $x' \mapsto -x' - 2s$. Its form is unchanged, up to a lattice translation, only if $2s$ is an integer. Up to lattice translations this leaves two origins, $s = 0$ and $s = \tfrac12$. Without the inversion the only symmetries are translations, which look the same from every origin, so $s$ may be any real number. The identity alone fixes every vector; the inversion fixes only zero.

In $n$ dimensions a space-group operation is $x \mapsto Rx + w$, with $R$ its linear part and $w$ its translation part. After the shift it becomes

$$x' \mapsto R(x' + s) + w - s = Rx' + w - (s - Rs).$$

The operation keeps its form modulo the lattice exactly when $s - Rs$ is a lattice vector, whatever $w$ is. A shift that satisfies this for every $R$ in the point group is called permissible. The question is whether the permissible shifts, counted modulo lattice translations, are finite in number.

For an ideal periodic crystal, the answer tells someone refining a structure or setting up a symmetrised electronic-structure calculation whether the origins that keep the symmetry operations in the same form make a finite list up to lattice translations, or whether symmetry leaves the origin free to slide along some direction.

```lean
import Mathlib

open Matrix

namespace PolarOriginFreedom

noncomputable section

variable {n : ℕ}
```

## Point groups, shifts and classes in a primitive basis

Coordinates refer to a primitive basis, so the lattice vectors are exactly those with integer coordinates, $\mathbb{Z}^n$. In this basis a symmetry operation has an integer matrix whose inverse is also an integer matrix. In Lean such matrices are the units `(Matrix (Fin n) (Fin n) ℤ)ˣ`, and `act R` applies one of them to a real column vector.

```lean
/-- The action of an invertible integer matrix on real coordinate vectors. -/
def act (R : (Matrix (Fin n) (Fin n) ℤ)ˣ) : (Fin n → ℝ) →ₗ[ℝ] (Fin n → ℝ) :=
  Matrix.mulVecLin ((Int.castRingHom ℝ).mapMatrix R.val)
```

The lattice is an additive subgroup of $\mathbb{R}^n$, since sums and negatives of integer vectors are integer vectors.

```lean
/-- The lattice of translations: the real vectors with integer coordinates. -/
def lattice (n : ℕ) : AddSubgroup (Fin n → ℝ) where
  carrier := {s | ∀ i, ∃ z : ℤ, s i = z}
  zero_mem' := fun _ => ⟨0, by simp⟩
  add_mem' := by
    intro a b ha hb i
    obtain ⟨x, hx⟩ := ha i
    obtain ⟨y, hy⟩ := hb i
    exact ⟨x + y, by simp [hx, hy]⟩
  neg_mem' := by
    intro a ha i
    obtain ⟨x, hx⟩ := ha i
    exact ⟨-x, by simp [hx]⟩
```

The point group is a subgroup $P$ of these matrices; the letter does not stand for a primitive lattice symbol. Its permissible shifts are

$$\{\, s \in \mathbb{R}^n : s - Rs \in \mathbb{Z}^n \text{ for all } R \in P \,\}.$$

The Lean development starts from this condition. Its derivation from the full space-group operations is the calculation above, and that is the step which links the theorems to a real crystal.

```lean
/-- The permissible origin shifts of a point group `P`: the real vectors `s` for which
`s - R s` is a lattice vector for every `R` in `P`. -/
def originShifts (P : Subgroup (Matrix (Fin n) (Fin n) ℤ)ˣ) : Set (Fin n → ℝ) :=
  {s | ∀ R ∈ P, s - act R s ∈ lattice n}
```

Two shifts count as the same when they differ by a lattice vector. `classes S` is therefore the image of a set $S$ of vectors in the quotient group $\mathbb{R}^n/\mathbb{Z}^n$.

```lean
/-- The classes modulo lattice translations of a set of real vectors. -/
def classes (S : Set (Fin n → ℝ)) : Set ((Fin n → ℝ) ⧸ lattice n) :=
  (fun s => (QuotientAddGroup.mk s : (Fin n → ℝ) ⧸ lattice n)) '' S
```

A vector $v$ is invariant if $Rv = v$ for all $R \in P$. A point group with a nonzero invariant vector is called polar.

```lean
/-- The vector `v` is left fixed by every operation of the point group `P`. -/
def IsInvariant (P : Subgroup (Matrix (Fin n) (Fin n) ℤ)ˣ) (v : Fin n → ℝ) : Prop :=
  ∀ R ∈ P, act R v = v
```

## Equality inside the unit cell

Membership in the lattice is checked coordinate by coordinate, which is just the definition.

```lean
/-- A vector belongs to the lattice exactly when each of its coordinates is an integer. -/
theorem mem_lattice (s : Fin n → ℝ) : s ∈ lattice n ↔ ∀ i, ∃ z : ℤ, s i = z :=
  Iff.rfl
```

Let $x, y \in [0,1)$ and suppose $y - x = z$ is an integer. Then $-1 < z < 1$, so $z = 0$ and $x = y$. Lean writes the difference as `-x + y` because that is how equality of two classes in the quotient unfolds. The lemma is used twice below to show that classes are distinct.

```lean
/-- Two coordinates in the interval `[0, 1)` that differ by an integer are equal. -/
theorem eq_of_unit_cell {x y : ℝ} (hx : x ∈ Set.Ico (0 : ℝ) 1) (hy : y ∈ Set.Ico (0 : ℝ) 1)
    {z : ℤ} (h : -x + y = z) : x = y := by
  obtain ⟨hx0, hx1⟩ := hx
  obtain ⟨hy0, hy1⟩ := hy
  have h1 : z < 1 := by
    have : (z : ℝ) < 1 := by linarith
    exact_mod_cast this
  have h2 : -1 < z := by
    have : (-1 : ℝ) < z := by linarith
    exact_mod_cast this
  have h3 : z = 0 := by omega
  rw [h3, Int.cast_zero] at h
  linarith
```

## Averaging over the group

For finite $P$, add up all images of a vector $s$. Applying $R \in P$ to the sum gives

$$R \sum_{Q \in P} Qs = \sum_{Q \in P} (RQ)s = \sum_{Q \in P} Qs,$$

because $Q \mapsto RQ$ permutes the group. In the proof, `map_sum` moves $R$ inside the sum, `hmul` combines the two actions into one, and `Equiv.mulLeft` supplies the permutation.

```lean
/-- The sum of all images of a vector under a finite point group is invariant. -/
theorem orbit_sum_invariant (P : Subgroup (Matrix (Fin n) (Fin n) ℤ)ˣ) [Fintype P]
    (s : Fin n → ℝ) : IsInvariant P (∑ Q : P, act Q.val s) := by
  intro R hR
  have hmul : ∀ Q : P, act R (act Q.val s) = act (R * Q.val) s := by
    intro Q
    simp only [act, Units.val_mul, map_mul, Matrix.mulVecLin_apply, Matrix.mulVec_mulVec]
  rw [map_sum]
  -- left multiplication by R permutes the group
  exact Fintype.sum_equiv (Equiv.mulLeft (⟨R, hR⟩ : P)) _ _ hmul
```

Write $N = |P|$ and let $s$ be a permissible shift. Put

$$v = \frac1N \sum_{Q \in P} Qs, \qquad t = s - v.$$

The average $v$ is invariant, and

$$N t = N s - \sum_{Q \in P} Qs = \sum_{Q \in P} (s - Qs).$$

Every term on the right is a lattice vector because $s$ is permissible, so $Nt \in \mathbb{Z}^n$. A permissible shift is thus an invariant vector plus a vector whose coordinates are multiples of $1/N$. This holds for polar groups too. The equation for $Nt$ is the statement `h` in the proof, and `sum_mem` finishes it.

```lean
/-- Every permissible origin shift of a finite point group `P` is an invariant vector plus
a vector whose coordinates are integer multiples of `1/|P|`. -/
theorem shift_decomposition (P : Subgroup (Matrix (Fin n) (Fin n) ℤ)ˣ) [Fintype P]
    {s : Fin n → ℝ} (hs : s ∈ originShifts P) :
    ∃ v t, IsInvariant P v ∧ (Fintype.card P : ℝ) • t ∈ lattice n ∧ s = v + t := by
  have hN : (Fintype.card P : ℝ) ≠ 0 := by
    exact_mod_cast (Fintype.card_pos (α := P)).ne'
  -- v is the average of s over the group
  refine ⟨(Fintype.card P : ℝ)⁻¹ • ∑ Q : P, act Q.val s,
    s - (Fintype.card P : ℝ)⁻¹ • ∑ Q : P, act Q.val s, ?_, ?_, by abel⟩
  · intro R hR
    rw [map_smul, orbit_sum_invariant P s R hR]
  · have h : (Fintype.card P : ℝ) • (s - (Fintype.card P : ℝ)⁻¹ • ∑ Q : P, act Q.val s)
        = ∑ Q : P, (s - act Q.val s) := by
      rw [smul_sub, smul_inv_smul₀ hN, Finset.sum_sub_distrib, Finset.sum_const,
        Finset.card_univ, Nat.cast_smul_eq_nsmul]
    rw [h]
    exact sum_mem fun Q _ => hs Q.val Q.property
```

## Counting the fractional grid points

Now let $N$ be any positive integer and suppose $Ns \in \mathbb{Z}^n$, with $N s_i = z_i$. Division with remainder gives $z_i = k_i + N m_i$ with $0 \le k_i < N$, hence

$$s_i = \frac{k_i}{N} + m_i .$$

So $s$ lies in the class of the grid point $k/N$ in the unit cell. Conversely, every such grid point satisfies the condition. Two grid points in the same class have coordinates in $[0,1)$ that differ by integers, so they coincide. There are $N$ choices for each of $n$ coordinates, which makes exactly $N^n$ classes.

In Lean, `F` is the map from grid labels to classes, not a structure factor. The division is `key`, `hrange` shows that every class is reached and no others, and `hinj` shows that different labels give different classes.

```lean
/-- For a positive integer `N`, the vectors `s` with `N s` in the lattice form exactly
`N ^ n` classes modulo lattice translations. -/
theorem rational_classes {N : ℕ} (hN : 0 < N) :
    (classes {s : Fin n → ℝ | (N : ℝ) • s ∈ lattice n}).Finite ∧
      (classes {s : Fin n → ℝ | (N : ℝ) • s ∈ lattice n}).ncard = N ^ n := by
  have hR : (0 : ℝ) < N := by exact_mod_cast hN
  have hZ : (0 : ℤ) < N := by exact_mod_cast hN
  let F : (Fin n → Fin N) → (Fin n → ℝ) ⧸ lattice n :=
    fun f => QuotientAddGroup.mk (fun i => ((f i : ℕ) : ℝ) / N)
  -- division with remainder brings each coordinate into the unit cell
  have key : ∀ z : ℤ, ∃ k : Fin N, ∃ m : ℤ, z = ((k : ℕ) : ℤ) + N * m := by
    intro z
    have h0 := Int.emod_nonneg z hZ.ne'
    have h1 := Int.emod_lt_of_pos z hZ
    refine ⟨⟨(z % N).toNat, by omega⟩, z / N, ?_⟩
    change z = ((z % N).toNat : ℤ) + N * (z / N)
    rw [Int.toNat_of_nonneg h0, Int.emod_def]
    ring
  have hrange : classes {s : Fin n → ℝ | (N : ℝ) • s ∈ lattice n} = Set.range F := by
    ext q
    constructor
    · rintro ⟨s, hs, rfl⟩
      have hs' : ∀ i, ∃ z : ℤ, (N : ℝ) * s i = z := hs
      choose z hz using hs'
      choose k m hkm using fun i => key (z i)
      refine ⟨k, QuotientAddGroup.eq.mpr ((mem_lattice _).mpr fun i => ⟨m i, ?_⟩)⟩
      change -(((k i : ℕ) : ℝ) / N) + s i = m i
      have h1 : (z i : ℝ) = ((k i : ℕ) : ℝ) + N * m i := by exact_mod_cast hkm i
      have h2 : s i = (((k i : ℕ) : ℝ) + N * m i) / N := by
        rw [eq_div_iff hR.ne', ← h1, ← hz i, mul_comm]
      rw [h2, add_div, mul_div_cancel_left₀ _ hR.ne']
      ring
    · rintro ⟨f, rfl⟩
      refine ⟨fun i => ((f i : ℕ) : ℝ) / N, fun i => ⟨((f i : ℕ) : ℤ), ?_⟩, rfl⟩
      change (N : ℝ) * (((f i : ℕ) : ℝ) / N) = (((f i : ℕ) : ℤ) : ℝ)
      rw [mul_div_cancel₀ _ hR.ne', Int.cast_natCast]
  have hcell : ∀ k : Fin N, ((k : ℕ) : ℝ) / N ∈ Set.Ico (0 : ℝ) 1 := by
    intro k
    refine ⟨by positivity, ?_⟩
    rw [div_lt_one hR]
    exact_mod_cast k.isLt
  have hinj : Function.Injective F := by
    intro f g hfg
    funext i
    obtain ⟨z, hz⟩ := (mem_lattice _).mp (QuotientAddGroup.eq.mp hfg) i
    have h := eq_of_unit_cell (hcell (f i)) (hcell (g i)) hz
    rw [div_left_inj' hR.ne'] at h
    exact Fin.ext (by exact_mod_cast h)
  rw [hrange]
  refine ⟨Set.finite_range F, ?_⟩
  rw [← Set.image_univ, Set.ncard_image_of_injective _ hinj, Set.ncard_univ]
  simp
```

## A fixed direction leaves a continuum of origins

Suppose $v \ne 0$ is invariant, and choose a coordinate with $v_i \ne 0$. For $u \in [0,1)$ set

$$s_u = \frac{u}{v_i}\, v .$$

Then $R s_u = s_u$, so $s_u - R s_u = 0$ and the shift is permissible. Its $i$-th coordinate is $u$. If $s_x$ and $s_y$ belong to the same class, $y - x$ is an integer, and the unit-cell lemma gives $x = y$. Infinitely many values of $u$ therefore give infinitely many classes.

The proof passes this map to `Set.infinite_of_injOn_mapsTo`; its two remaining goals are that the map is injective on $[0,1)$ and that its values are classes of permissible shifts. Finiteness of $P$ plays no part here.

```lean
/-- If a point group fixes a nonzero vector, its permissible origin shifts form infinitely
many classes modulo lattice translations. -/
theorem infinite_of_invariant (P : Subgroup (Matrix (Fin n) (Fin n) ℤ)ˣ)
    {v : Fin n → ℝ} (hv : IsInvariant P v) (h0 : v ≠ 0) :
    (classes (originShifts P)).Infinite := by
  obtain ⟨i, hi⟩ := Function.ne_iff.mp h0
  have hi' : v i ≠ 0 := hi
  -- move the origin along v, with coordinate i running through [0, 1)
  refine Set.infinite_of_injOn_mapsTo (s := Set.Ico (0 : ℝ) 1)
    (f := fun u : ℝ => (QuotientAddGroup.mk ((u / v i) • v) : (Fin n → ℝ) ⧸ lattice n))
    ?_ ?_ (Set.Ico_infinite one_pos)
  · intro x hx y hy hxy
    obtain ⟨z, hz⟩ := (mem_lattice _).mp (QuotientAddGroup.eq.mp hxy) i
    have hz' : -(x / v i * v i) + y / v i * v i = z := hz
    rw [div_mul_cancel₀ _ hi', div_mul_cancel₀ _ hi'] at hz'
    exact eq_of_unit_cell hx hy hz'
  · intro u _
    refine ⟨(u / v i) • v, fun R hR => ?_, rfl⟩
    rw [map_smul, hv R hR, sub_self]
    exact zero_mem _
```

## No fixed direction leaves at most $|P|^n$ classes

If zero is the only invariant vector, the decomposition $s = v + t$ has $v = 0$. Hence $s = t$ and $|P|\,s \in \mathbb{Z}^n$. The classes of permissible shifts lie among the $|P|^n$ classes just counted, an inclusion called `hsub` in the proof. The theorem states finiteness alongside the bound because `ncard` assigns the value 0 to an infinite set.

```lean
/-- If a finite point group `P` fixes no nonzero vector, its permissible origin shifts form
at most `|P| ^ n` classes modulo lattice translations. -/
theorem class_bound (P : Subgroup (Matrix (Fin n) (Fin n) ℤ)ˣ) [Fintype P]
    (h : ∀ v, IsInvariant P v → v = 0) :
    (classes (originShifts P)).Finite ∧
      (classes (originShifts P)).ncard ≤ Fintype.card P ^ n := by
  obtain ⟨hfin, hcard⟩ := rational_classes (n := n) (Fintype.card_pos (α := P))
  have hsub : classes (originShifts P) ⊆
      classes {s : Fin n → ℝ | (Fintype.card P : ℝ) • s ∈ lattice n} := by
    rintro _ ⟨s, hs, rfl⟩
    obtain ⟨v, t, hv, ht, hst⟩ := shift_decomposition P hs
    rw [h v hv, zero_add] at hst
    exact ⟨s, by rw [hst]; exact ht, rfl⟩
  exact ⟨hfin.subset hsub, hcard ▸ Set.ncard_le_ncard hsub hfin⟩
```

## The equivalence

The two cases combine into one statement: for a finite group $P$ of integer matrices with integer inverses, the permissible shifts form finitely many classes modulo $\mathbb{Z}^n$ if and only if every real vector fixed by all of $P$ is zero. One direction is proved by contradiction from the continuum of origins, the other is the first half of the bound.

The assumption `[Fintype P]` says that the group is finite. Physically this reflects the fact that symmetry operations preserve lengths, and a lattice has only finitely many length-preserving maps that fix a lattice point. No metric appears in the Lean statement, so finiteness is assumed there and not derived. The dimension $n$ is arbitrary; for $n = 0$ there is one vector and one class, and both sides are true.

For a crystal described in a centred conventional cell, the coordinates must first be converted to a primitive basis, since the lattice then contains more than the integer vectors.

```lean
/-- The permissible origin shifts of a finite point group form finitely many classes modulo
lattice translations if and only if the group fixes no nonzero real vector. -/
theorem finite_classes_iff_nonpolar (P : Subgroup (Matrix (Fin n) (Fin n) ℤ)ˣ) [Fintype P] :
    (classes (originShifts P)).Finite ↔ ∀ v, IsInvariant P v → v = 0 := by
  constructor
  · intro hfin v hv
    by_contra h0
    exact infinite_of_invariant P hv h0 hfin
  · exact fun h => (class_bound P h).1
```

## Inversion gives exactly $2^n$ classes

The opening example extends to every dimension. Let the group consist of the identity and the inversion.

```lean
/-- The point group consisting of the identity and the inversion. -/
def inversionGroup (n : ℕ) : Subgroup (Matrix (Fin n) (Fin n) ℤ)ˣ where
  carrier := {1, -1}
  one_mem' := Or.inl rfl
  mul_mem' := by
    rintro _ _ (rfl | rfl) (rfl | rfl) <;> simp
  inv_mem' := by
    rintro _ (rfl | rfl) <;> simp
```

The identity imposes no condition, since $s - s = 0$. The inversion requires $s - (-s) = 2s \in \mathbb{Z}^n$. The grid count with $N = 2$ then gives $2^n$ classes, represented by the points whose coordinates are $0$ or $\tfrac12$. In three dimensions, if the origin is placed on an inversion centre, these are the eight inversion centres per primitive cell of a triclinic centrosymmetric crystal. For $n \ge 1$ the group has two elements, so the bound $|P|^n$ is attained.

In Lean, `hneg` and `hone` evaluate the two conditions, `hset` identifies the permissible shifts with the vectors satisfying $2s \in \mathbb{Z}^n$, and `rational_classes` supplies the number.

```lean
/-- For the point group of the identity and the inversion, the permissible origin shifts
form exactly `2 ^ n` classes modulo lattice translations. -/
theorem inversion_classes (n : ℕ) :
    (classes (originShifts (inversionGroup n))).ncard = 2 ^ n := by
  have hneg : ∀ s : Fin n → ℝ, s - act (-1) s = ((2 : ℕ) : ℝ) • s := by
    intro s
    have h : act (-1) s = -s := by
      change ((Int.castRingHom ℝ).mapMatrix (-1 : Matrix (Fin n) (Fin n) ℤ)) *ᵥ s = -s
      rw [map_neg, map_one, Matrix.neg_mulVec, Matrix.one_mulVec]
    rw [h]
    push_cast
    module
  have hone : ∀ s : Fin n → ℝ, act 1 s = s := by
    intro s
    simp only [act, Units.val_one, map_one, Matrix.mulVecLin_apply, Matrix.one_mulVec]
  -- the inversion demands that 2 s be a lattice vector
  have hset : originShifts (inversionGroup n) =
      {s : Fin n → ℝ | ((2 : ℕ) : ℝ) • s ∈ lattice n} := by
    ext s
    change (∀ R ∈ inversionGroup n, s - act R s ∈ lattice n) ↔
      ((2 : ℕ) : ℝ) • s ∈ lattice n
    constructor
    · intro h
      rw [← hneg s]
      exact h (-1) (Or.inr rfl)
    · intro h R hR
      have hR' : R = 1 ∨ R = -1 := hR
      rcases hR' with h1 | h1
      · rw [h1, hone, sub_self]
        exact zero_mem _
      · rw [h1, hneg]
        exact h
  rw [hset]
  exact (rational_classes two_pos).2

end

end PolarOriginFreedom
```

```lean
#print axioms PolarOriginFreedom.finite_classes_iff_nonpolar
#print axioms PolarOriginFreedom.inversion_classes
```

```
'PolarOriginFreedom.finite_classes_iff_nonpolar' depends on axioms: [propext, Classical.choice, Quot.sound]
'PolarOriginFreedom.inversion_classes' depends on axioms: [propext, Classical.choice, Quot.sound]
```

## Starting from the space group itself

Another model would take the space group as a group of affine maps $x \mapsto Rx + w$ whose pure translations are exactly $\mathbb{Z}^n$, and would call $s$ permissible if the change of origin carries this group to itself. The condition $s - Rs \in \mathbb{Z}^n$ would then be a lemma, obtained from the calculation at the start, instead of a definition. The translation parts $w$, including those of screw axes and glide planes, would appear in the statement but cancel from the condition, so the set of shifts and its number of classes would be the same. The change would bring the link to the crystal into the formal development, with affine maps to carry through the definitions.
